# Jordan–Wigner annihilators for two mode orderings are conjugate by a diagonal matrix of signs

## Two orderings of the same modes

To put fermions on qubits with the Jordan–Wigner encoding, one first lines up the modes (for electrons, orthonormal spin orbitals). The annihilator of a mode then carries a sign that counts the occupied modes earlier in the line. The fermions themselves have no such line, so one should ask what changes when another is chosen.

Take two modes, A and B. With A first, $c_A$ has no sign and $c_B$ carries $(-1)^{n_A}$, where $n_A$ is the occupation of A. With B first, $c_B$ has no sign and $c_A$ carries $(-1)^{n_B}$. The matrices differ, but flipping the sign of the doubly occupied state turns one pair into the other. For any finite number of modes, the same is achieved by one sign for each occupation state.

In quantum simulation of electronic structure with a finite orbital basis, the ordering may therefore be chosen for short parity strings without changing the eigenvalues of a Hamiltonian with one- and two-body terms.

## Occupation states, orderings and signs

The modes form a finite type `ι`. An occupation state is the set $b$ of occupied modes, a `Finset ι`, and operators are complex matrices indexed by such sets. An ordering is a bijection `p : ι ≃ Fin n`, with $p(i)$ the position of mode $i$, counted from 0. Here $n$ is the number of modes; the particle number is $N=|b|$.

The parity string is `stringSign`,
$$s_p(j,b)=(-1)^{|\{i\in b:\ p(i)<p(j)\}|}.$$
The annihilator $c_j^{(p)}$ is `annihilator p j`, the diagonal matrix of these signs times the unsigned matrix `lower j` that empties mode $j$. Its only nonzero elements are
$$\langle a|c_j^{(p)}|a\cup\{j\}\rangle=s_p(j,a),\qquad j\notin a.$$
Rows are final states and columns initial ones.

For a second ordering $q$, `reorderSign` is
$$D(b)=(-1)^{|\{(i,k)\in b\times b:\ p(i)<p(k),\ q(k)<q(i)\}|}.$$
Each pair ranked differently is counted once, with its $p$-earlier member first. The diagonal matrix $D$ of these signs is `reorder p q`. Despite its name, it permutes no basis states.

## What is stated

For all orderings $p,q$ and every mode $j$, `reorder_conj` says
$$D\,c_j^{(p)}D=c_j^{(q)},\qquad D\,c_j^{(p)\dagger}D=c_j^{(q)\dagger},$$
and `reorder_mul_self` says $D^2=1$. The theorem `hamiltonian_reorder` extends this to
$$H_p=\sum_{ij}t_{ij}\,c_i^\dagger c_j+\sum_{ijkl}v_{ijkl}\,c_i^\dagger c_j^\dagger c_kc_l,$$
where all operators are built with $p$: $DH_pD=H_q$, and $H_p$ and $H_q$ have the same characteristic polynomial. The coefficients are arbitrary complex numbers attached to modes, not to positions, and any factor $1/2$ is absorbed in $v$. Hermiticity is not assumed.

The step left to the reader is the identification of occupation sets with a qubit register, one qubit for each mode. Each mode keeps its qubit when the ordering changes; if the hardware layout follows the ordering, a permutation of qubits comes in addition. The anticommutation relations are neither used nor derived.

## Filling one empty mode

Let $j\notin a$. The pairs in $a\cup\{j\}$ are those in $a$ together with the pairs of $j$ and some $k\in a$. Such a new pair is ranked differently exactly when one of $p(k)<p(j)$ and $q(k)<q(j)$ holds and the other fails. In that case the two strings of $j$ contribute $-1$ and $+1$ for mode $k$, with product $-1$. Otherwise their contributions agree, with product $+1$. Multiplying over $k\in a$ gives
$$D(a\cup\{j\})=D(a)\,s_p(j,a)\,s_q(j,a).$$

## Annihilators, creators and Hamiltonians

Since $D$ is diagonal, $Dc_j^{(p)}D$ can be nonzero only where $c_j^{(p)}$ is. There
$$\langle a|Dc_j^{(p)}D|a\cup\{j\}\rangle=D(a)\,s_p(j,a)\,D(a\cup\{j\})=D(a)^2s_p(j,a)^2s_q(j,a)=s_q(j,a),$$
which is the element of $c_j^{(q)}$. The signs are real, so $D^\dagger=D$, and the adjoint of this identity gives the creators.

For products, inserting $D^2=1$ gives $D(XY)D=(DXD)(DYD)$. Applied to each term of $H_p$, this yields $DH_pD=H_q$. Since $XY$ and $YX$ have the same characteristic polynomial, that of $(DH_p)D$ equals that of $D(DH_p)=H_p$.

## Uniqueness among diagonal matrices

Suppose a diagonal matrix $E$ with entries $d(b)$ satisfies $Ec_j^{(p)}=c_j^{(q)}E$ for every $j$. The element between $a$ and $a\cup\{j\}$ reads
$$d(a)\,s_p(j,a)=s_q(j,a)\,d(a\cup\{j\}).$$
Multiplying by $s_q(j,a)$ gives $d(a\cup\{j\})=d(a)\,s_p(j,a)\,s_q(j,a)$, the recursion that $D$ obeys. Since $D(\varnothing)=1$, filling the modes of $b$ one at a time gives $d(b)=d(\varnothing)D(b)$. This is `reorder_unique`.

Invertibility would not do in place of diagonality. For a single mode there is only one ordering, and $D=1$. The matrix $M=1+c$ commutes with $c$ and has inverse $1-c$, because $c^2=0$. Its vacuum entry is 1, yet $M\neq D$. This $M$ is not unitary, and it does not commute with $c^\dagger$.

## Complete reversal

If $q$ reverses $p$, each $k\in a$ precedes $j$ in exactly one of the two orderings. Adding a particle to an $N$-particle state therefore multiplies $D$ by $(-1)^N$. With $\binom{N+1}{2}=N+\binom N2$ and $D(\varnothing)=1$, induction gives
$$D(b)=(-1)^{\binom N2}.$$
This is `reorderSign_reversal`, where the reversed ordering is written `p.trans Fin.revPerm`.

## The Lean source

```lean
import Mathlib

open Matrix

namespace JordanWignerOrdering

noncomputable section

variable {ι : Type*} [DecidableEq ι] {n : ℕ}

/-- The Jordan-Wigner sign of mode `j` in the occupation state `b`: minus one to the number of
occupied modes that precede `j` in the ordering `p`. -/
def stringSign (p : ι ≃ Fin n) (j : ι) (b : Finset ι) : ℂ :=
  (-1) ^ (b.filter fun i => p i < p j).card

/-- Minus one to the number of pairs of occupied modes that the orderings `p` and `q` rank
differently. -/
def reorderSign (p q : ι ≃ Fin n) (b : Finset ι) : ℂ :=
  (-1) ^ ((b ×ˢ b).filter fun x => p x.1 < p x.2 ∧ q x.2 < q x.1).card

/-- Minus one to the number of elements of `s` that satisfy `P` is a product over all of `s`, with
factor minus one where `P` holds and one elsewhere. -/
theorem neg_one_pow_card_filter {α : Type*} (s : Finset α) (P : α → Prop) [DecidablePred P] :
    (-1 : ℂ) ^ (s.filter P).card = ∏ x ∈ s, if P x then (-1 : ℂ) else 1 := by
  rw [Finset.prod_ite, Finset.prod_const, Finset.prod_const_one, mul_one]

/-- Filling an empty mode `j` multiplies the reordering sign by the two Jordan-Wigner signs
of `j`, one for each ordering. -/
theorem reorderSign_insert (p q : ι ≃ Fin n) {j : ι} {a : Finset ι} (hj : j ∉ a) :
    reorderSign p q (insert j a) =
      reorderSign p q a * (stringSign p j a * stringSign q j a) := by
  -- the two strings disagree exactly on the modes whose order relative to `j` changes
  have key : (∏ k ∈ a, if p j < p k ∧ q k < q j then (-1 : ℂ) else 1) *
      (∏ k ∈ a, if p k < p j ∧ q j < q k then (-1 : ℂ) else 1) =
      (∏ k ∈ a, if p k < p j then (-1 : ℂ) else 1) *
      (∏ k ∈ a, if q k < q j then (-1 : ℂ) else 1) := by
    rw [← Finset.prod_mul_distrib, ← Finset.prod_mul_distrib]
    refine Finset.prod_congr rfl fun k hk => ?_
    have hkj : k ≠ j := fun h => hj (h ▸ hk)
    rcases lt_or_gt_of_ne (p.injective.ne hkj) with h1 | h1 <;>
      rcases lt_or_gt_of_ne (q.injective.ne hkj) with h2 | h2 <;>
      simp [h1, h2, lt_asymm h1, lt_asymm h2]
  simp only [reorderSign, stringSign, neg_one_pow_card_filter, Finset.prod_product,
    Finset.prod_insert hj, Finset.prod_mul_distrib, lt_irrefl, false_and, if_false, one_mul]
  linear_combination
    (∏ i ∈ a, ∏ k ∈ a, if p i < p k ∧ q k < q i then (-1 : ℂ) else 1) * key

/-- When the second ordering is the complete reversal of the first, the reordering sign of a
state with `N` particles is minus one to the power `N` choose 2. -/
theorem reorderSign_reversal (p : ι ≃ Fin n) (b : Finset ι) :
    reorderSign p (p.trans Fin.revPerm) b = (-1) ^ (b.card.choose 2) := by
  induction b using Finset.induction_on with
  | empty => simp [reorderSign]
  | insert j a hj ih =>
    -- every particle already present lies before `j` in exactly one of the orderings
    have key : stringSign p j a * stringSign (p.trans Fin.revPerm) j a = (-1) ^ a.card := by
      simp only [stringSign, neg_one_pow_card_filter]
      rw [← Finset.prod_mul_distrib, ← Finset.prod_const]
      refine Finset.prod_congr rfl fun k hk => ?_
      have hkj : k ≠ j := fun h => hj (h ▸ hk)
      rcases lt_or_gt_of_ne (p.injective.ne hkj) with h1 | h1 <;>
        simp [h1, lt_asymm h1]
    have hc : (a.card + 1).choose 2 = a.card + a.card.choose 2 :=
      (Nat.choose_succ_succ' a.card 1).trans (by simp)
    rw [reorderSign_insert _ _ hj, ih, key, Finset.card_insert_of_notMem hj, hc, pow_add,
      mul_comm]

variable [Fintype ι]

/-- The bare lowering matrix of mode `j`: it empties `j` if it is occupied, without any sign,
and gives zero otherwise. -/
def lower (j : ι) : Matrix (Finset ι) (Finset ι) ℂ :=
  Matrix.of fun a b => if j ∉ a ∧ b = insert j a then 1 else 0

/-- The Jordan-Wigner annihilator of mode `j` for the ordering `p`: the parity string over the
preceding modes times the bare lowering matrix. -/
def annihilator (p : ι ≃ Fin n) (j : ι) : Matrix (Finset ι) (Finset ι) ℂ :=
  Matrix.diagonal (stringSign p j) * lower j

/-- The diagonal matrix of reordering signs. -/
def reorder (p q : ι ≃ Fin n) : Matrix (Finset ι) (Finset ι) ℂ :=
  Matrix.diagonal (reorderSign p q)

/-- The matrix elements of a Jordan-Wigner annihilator between occupation states. -/
theorem annihilator_apply (p : ι ≃ Fin n) (j : ι) (a b : Finset ι) :
    annihilator p j a b = if j ∉ a ∧ b = insert j a then stringSign p j a else 0 := by
  rw [annihilator, Matrix.diagonal_mul, lower, Matrix.of_apply, mul_ite, mul_one, mul_zero]

/-- The reordering matrix is its own inverse. -/
theorem reorder_mul_self (p q : ι ≃ Fin n) : reorder p q * reorder p q = 1 := by
  rw [reorder, Matrix.diagonal_mul_diagonal, ← Matrix.diagonal_one]
  congr 1
  funext b
  rw [reorderSign, ← mul_pow]
  norm_num

/-- Ordering independence: conjugation by the diagonal matrix of reordering signs turns the
Jordan-Wigner annihilators of one ordering into those of the other, and likewise the creators. -/
theorem reorder_conj (p q : ι ≃ Fin n) (j : ι) :
    reorder p q * annihilator p j * reorder p q = annihilator q j ∧
      reorder p q * (annihilator p j)ᴴ * reorder p q = (annihilator q j)ᴴ := by
  have main : reorder p q * annihilator p j * reorder p q = annihilator q j := by
    ext a b
    rw [reorder, Matrix.mul_diagonal, Matrix.diagonal_mul, annihilator_apply, annihilator_apply]
    split_ifs with h
    · obtain ⟨hj, rfl⟩ := h
      have hR : reorderSign p q a * reorderSign p q a = 1 := by
        rw [reorderSign, ← mul_pow]; norm_num
      have hs : stringSign p j a * stringSign p j a = 1 := by
        rw [stringSign, ← mul_pow]; norm_num
      rw [reorderSign_insert p q hj]
      linear_combination (stringSign q j a * stringSign p j a ^ 2) * hR + stringSign q j a * hs
    · simp
  refine ⟨main, ?_⟩
  -- the signs are real, so the creators follow by taking adjoints
  have hD : (reorder p q)ᴴ = reorder p q := by
    rw [reorder, Matrix.diagonal_conjTranspose]
    congr 1
    funext b
    simp [reorderSign]
  have h := congrArg Matrix.conjTranspose main
  rw [Matrix.conjTranspose_mul, Matrix.conjTranspose_mul, hD] at h
  rw [Matrix.mul_assoc]
  exact h

/-- A diagonal matrix that intertwines the annihilators of two orderings is the matrix of reordering
signs times the vacuum entry of the given diagonal matrix. -/
theorem reorder_unique (p q : ι ≃ Fin n) (d : Finset ι → ℂ)
    (h : ∀ j, Matrix.diagonal d * annihilator p j = annihilator q j * Matrix.diagonal d) :
    Matrix.diagonal d = d ∅ • reorder p q := by
  have hd : ∀ b, d b = d ∅ * reorderSign p q b := by
    intro b
    induction b using Finset.induction_on with
    | empty => simp [reorderSign]
    | insert j a hj ih =>
      have e := congrFun (congrFun (h j) a) (insert j a)
      have hc : j ∉ a ∧ insert j a = insert j a := ⟨hj, rfl⟩
      rw [Matrix.diagonal_mul, Matrix.mul_diagonal, annihilator_apply, annihilator_apply,
        if_pos hc, if_pos hc] at e
      have hs : stringSign q j a * stringSign q j a = 1 := by
        rw [stringSign, ← mul_pow]; norm_num
      rw [reorderSign_insert p q hj]
      linear_combination (-d (insert j a)) * hs - stringSign q j a * e +
        (stringSign p j a * stringSign q j a) * ih
  rw [reorder, ← Matrix.diagonal_smul]
  congr 1
  funext b
  exact hd b

/-- The Hamiltonian with one-body coefficients `t` and two-body coefficients `v`, encoded with
the ordering `p`. -/
def hamiltonian (p : ι ≃ Fin n) (t : ι → ι → ℂ) (v : ι → ι → ι → ι → ℂ) :
    Matrix (Finset ι) (Finset ι) ℂ :=
  (∑ i, ∑ j, t i j • ((annihilator p i)ᴴ * annihilator p j)) +
    ∑ i, ∑ j, ∑ k, ∑ l, v i j k l •
      ((annihilator p i)ᴴ * (annihilator p j)ᴴ * annihilator p k * annihilator p l)

/-- The reordering matrix carries the encoded Hamiltonian of one ordering into that of the other,
and the two have the same characteristic polynomial. -/
theorem hamiltonian_reorder (p q : ι ≃ Fin n) (t : ι → ι → ℂ) (v : ι → ι → ι → ι → ℂ) :
    reorder p q * hamiltonian p t v * reorder p q = hamiltonian q t v ∧
      (hamiltonian p t v).charpoly = (hamiltonian q t v).charpoly := by
  -- conjugation respects products because the reordering matrix squares to one
  have two : ∀ X Y : Matrix (Finset ι) (Finset ι) ℂ, reorder p q * (X * Y) * reorder p q =
      (reorder p q * X * reorder p q) * (reorder p q * Y * reorder p q) := by
    intro X Y
    symm
    calc (reorder p q * X * reorder p q) * (reorder p q * Y * reorder p q)
        = reorder p q * X * (reorder p q * reorder p q) * Y * reorder p q := by noncomm_ring
      _ = reorder p q * (X * Y) * reorder p q := by
        rw [reorder_mul_self]; noncomm_ring
  have hH : reorder p q * hamiltonian p t v * reorder p q = hamiltonian q t v := by
    simp only [hamiltonian, mul_add, add_mul, Finset.mul_sum, Finset.sum_mul, Matrix.mul_smul,
      Matrix.smul_mul, two, (reorder_conj p q _).1, (reorder_conj p q _).2]
  refine ⟨hH, ?_⟩
  rw [← hH, Matrix.charpoly_mul_comm, ← Matrix.mul_assoc, reorder_mul_self, Matrix.one_mul]

end

end JordanWignerOrdering
```

```lean
#print axioms JordanWignerOrdering.reorderSign_reversal
#print axioms JordanWignerOrdering.reorder_conj
#print axioms JordanWignerOrdering.reorder_unique
#print axioms JordanWignerOrdering.hamiltonian_reorder
```

```
'JordanWignerOrdering.reorderSign_reversal' depends on axioms: [propext, Classical.choice, Quot.sound]
'JordanWignerOrdering.reorder_conj' depends on axioms: [propext, Classical.choice, Quot.sound]
'JordanWignerOrdering.reorder_unique' depends on axioms: [propext, Classical.choice, Quot.sound]
'JordanWignerOrdering.hamiltonian_reorder' depends on axioms: [propext, Classical.choice, Quot.sound]
```

## From counted pairs to products of signs

The lemma `neg_one_pow_card_filter` turns a parity of a count into a product with one factor for each element. This lets `reorderSign_insert` compare signs mode by mode. Its intermediate claim `key` is the argument about new pairs: the two case splits run through the four possible relative orders of $k$ and $j$, and `simp` evaluates the factors. The product over pairs in `insert j a` then splits into the pair $(j,j)$, which contributes 1, the pairs with $j$ in one place, and the pairs within $a$. The closing `linear_combination` multiplies `key` by the last of these products, which is $D(a)$.

The proof of `reorderSign_reversal` is the induction above, with its own `key` for the factor $(-1)^{|a|}$ and `hc` for the binomial identity.

## From signs to matrices

The lemma `annihilator_apply` gives the matrix elements. In `reorder_conj`, `ext a b` reduces the conjugation to single elements, and `split_ifs` separates the allowed transition from the zero entries. For the allowed one, `reorderSign_insert` rewrites $D(a\cup\{j\})$, and `linear_combination` uses the facts `hR` and `hs`, that $D(a)$ and $s_p(j,a)$ square to one. The creators come from applying `conjTranspose` to the result, with `hD` recording $D^\dagger=D$.

In `reorder_unique`, the equation `e` is the intertwining hypothesis read at row `a` and column `insert j a`. The final `linear_combination` of the induction step joins it to the induction hypothesis and to $s_q(j,a)^2=1$.

In `hamiltonian_reorder`, the local statement `two` is the product rule for conjugation. The `simp only` call distributes $D$ over the sums, applies `two` repeatedly to the products of two and four operators, and replaces each factor by `reorder_conj`. The characteristic polynomials are then compared with `Matrix.charpoly_mul_comm`, which moves the right-hand $D$ to the front, where it cancels.
